# Majorana strings are linearly dependent exactly when the product of all n ≥ 1 operators is a scalar

## Operators, strings and signs

Let $A$ be an algebra over $\mathbb{C}$ and let $g_0,\dots,g_{n-1}$ be elements of $A$, numbered from zero as in `Fin n`. The code begins with a ring; complex scalars enter when signs first act on operators.

In Lean 4 with Mathlib:

```lean
import Mathlib

open Finset

namespace MajoranaStrings

noncomputable section

variable {A : Type*} [Ring A] {n : ℕ}
```

The operators are Majorana operators in the normalisation $g_i^2=1$, with $g_ig_j=-g_jg_i$ for $i\neq j$. Together these read $g_ig_j+g_jg_i=2\delta_{ij}$. `IsMajorana` holds just these relations: there is no adjoint, so Hermiticity is not assumed, and no Hilbert space is chosen.

```lean
/-- Majorana operators: each squares to one and different ones anticommute. -/
structure IsMajorana {A : Type*} [Ring A] {n : ℕ} (g : Fin n → A) : Prop where
  sq : ∀ i, g i * g i = 1
  anti : ∀ i j, i ≠ j → g i * g j = -(g j * g i)
```

For a set $S$ of indices, a string is the ordered product of the $g_i$ with $i\in S$. The definition runs through a list `l` and puts $1$ where an index is not in $S$, which allows induction along the list.

```lean
/-- The product, in the order of the list `l`, of those `g i` whose index lies in `S`. -/
def partialString (g : Fin n → A) (l : List (Fin n)) (S : Finset (Fin n)) : A :=
  (l.map fun i => if i ∈ S then g i else 1).prod
```

With the list $0,1,\dots,n-1$ this gives the string $g_S$ in increasing order. There are $2^n$ index sets, hence a family of $2^n$ strings.

```lean
/-- The Majorana string of `S`: the product of the `g i` with `i ∈ S` in increasing order. -/
def majoranaString (g : Fin n → A) (S : Finset (Fin n)) : A :=
  partialString g (List.finRange n) S
```

Moving $g_j$ through $g_S$ costs a factor $-1$ for every element of $S$ other than $j$. The total is the exchange sign $\chi_j(S)=(-1)^{|S\setminus\{j\}|}$.

```lean
/-- One factor `-1` for each index of `l` that lies in `S` and differs from `j`. -/
def exchangeSign (l : List (Fin n)) (j : Fin n) (S : Finset (Fin n)) : ℂ :=
  (l.map fun i => if i ∈ S ∧ i ≠ j then (-1 : ℂ) else 1).prod
```

Both products gain one factor when the list gains one entry.

```lean
lemma partialString_cons (g : Fin n → A) (a : Fin n) (l : List (Fin n)) (S : Finset (Fin n)) :
    partialString g (a :: l) S = (if a ∈ S then g a else 1) * partialString g l S := by
  simp [partialString]

lemma exchangeSign_cons (a : Fin n) (l : List (Fin n)) (j : Fin n) (S : Finset (Fin n)) :
    exchangeSign (a :: l) j S = (if a ∈ S ∧ a ≠ j then -1 else 1) * exchangeSign l j S := by
  simp [exchangeSign]
```

The two extreme strings are $g_\emptyset=1$ and the full product $G=g_0g_1\cdots g_{n-1}$, which is `(List.ofFn g).prod` in the code.

```lean
lemma string_empty (g : Fin n → A) : majoranaString g ∅ = 1 := by
  simp [majoranaString, partialString]

lemma string_univ (g : Fin n → A) : majoranaString g univ = (List.ofFn g).prod := by
  simp [majoranaString, partialString, List.ofFn_eq_map]
```

## Exchanging and multiplying strings

Each exchange sign is $1$ or $-1$, being a product of such factors.

```lean
variable [Algebra ℂ A]

lemma sign_cases (l : List (Fin n)) (j : Fin n) (S : Finset (Fin n)) :
    exchangeSign l j S = 1 ∨ exchangeSign l j S = -1 := by
  induction l with
  | nil => left; simp [exchangeSign]
  | cons a l ih =>
    rw [exchangeSign_cons]
    split_ifs <;> rcases ih with h | h <;> rw [h] <;> norm_num
```

The exchange rule is
$$g_j\,g_S=\chi_j(S)\,g_S\,g_j .$$
By induction, $g_j$ passes the first factor $g_a$ with a minus sign if $a\neq j$ and with none if $a=j$; the induction hypothesis carries it through the rest.

```lean
/-- Moving a Majorana operator through a string produces the exchange sign. -/
theorem exchange {g : Fin n → A} (h : IsMajorana g) (l : List (Fin n)) (j : Fin n)
    (S : Finset (Fin n)) :
    g j * partialString g l S = exchangeSign l j S • (partialString g l S * g j) := by
  induction l with
  | nil => simp [partialString, exchangeSign]
  | cons a l ih =>
    rw [partialString_cons, exchangeSign_cons]
    by_cases ha : a ∈ S
    · by_cases haj : a = j
      · subst haj
        rw [if_pos ha, if_neg (by simp), one_mul, mul_assoc (g a) _ (g a),
          ← mul_smul_comm, ← ih]
      · rw [if_pos ha, if_pos ⟨ha, haj⟩, ← mul_assoc (g j) (g a), h.anti j a (Ne.symm haj),
          neg_mul, mul_assoc (g a) (g j), ih, mul_smul_comm, neg_one_mul, neg_smul,
          mul_assoc (g a) _ (g j)]
    · rw [if_neg ha, if_neg (fun q => ha q.1), one_mul, one_mul]
      exact ih
```

Two strings multiply to a string again, up to a sign:
$$g_Sg_T=\pm\,g_{S\,\triangle\,T},$$
where $S\,\triangle\,T$ contains the indices that lie in exactly one of the sets. In the induction, a factor $g_a$ of the second string is carried to the front past the remainder of the first. If $a$ lies in both sets, $g_a^2=1$ removes it. The four cases of the proof are the four possible memberships of $a$.

```lean
/-- Two strings multiply, up to a sign, to the string of the symmetric difference. -/
theorem string_mul {g : Fin n → A} (h : IsMajorana g) (l : List (Fin n))
    (S T : Finset (Fin n)) : ∃ ε : ℂ, (ε = 1 ∨ ε = -1) ∧
      partialString g l S * partialString g l T = ε • partialString g l (symmDiff S T) := by
  induction l with
  | nil => exact ⟨1, Or.inl rfl, by simp [partialString]⟩
  | cons a l ih =>
    obtain ⟨ε, hε, ih⟩ := ih
    obtain ⟨δ, hδ, hc⟩ : ∃ δ : ℂ, (δ = 1 ∨ δ = -1) ∧
        partialString g l S * g a = δ • (g a * partialString g l S) := by
      refine ⟨exchangeSign l a S, sign_cases l a S, ?_⟩
      rw [exchange h l a S, smul_smul]
      rcases sign_cases l a S with e | e <;> rw [e] <;> simp
    have hδε : δ * ε = 1 ∨ δ * ε = -1 := by
      rcases hδ with e | e <;> rcases hε with f | f <;> rw [e, f] <;> norm_num
    -- carry the new factor of the second string to the front
    have hmove : partialString g l S * (g a * partialString g l T)
        = (δ * ε) • (g a * partialString g l (symmDiff S T)) := by
      rw [← mul_assoc, hc, smul_mul_assoc, mul_assoc, ih, mul_smul_comm, smul_smul]
    simp only [partialString_cons, Finset.mem_symmDiff]
    by_cases hS : a ∈ S <;> by_cases hT : a ∈ T
    · refine ⟨δ * ε, hδε, ?_⟩
      simp only [hS, hT, not_true_eq_false, and_false, or_self, if_true, if_false, one_mul]
      rw [mul_assoc, hmove, mul_smul_comm, ← mul_assoc, h.sq, one_mul]
    · refine ⟨ε, hε, ?_⟩
      simp [hS, hT, mul_assoc, ih]
    · refine ⟨δ * ε, hδε, ?_⟩
      simpa [hS, hT] using hmove
    · refine ⟨ε, hε, ?_⟩
      simpa [hS, hT] using ih
```

## The signs identify a string up to complement

Restoring the factor that $\chi_j(S)$ omits gives the parity of $S$:
$$\chi_j(S)\,(-1)^{[j\in S]}=(-1)^{|S|},$$
where $[j\in S]$ is $1$ if $j\in S$ and $0$ otherwise.

```lean
lemma sign_total (j : Fin n) (S : Finset (Fin n)) :
    exchangeSign (List.finRange n) j S * (if j ∈ S then -1 else 1)
      = ∏ i, (if i ∈ S then (-1 : ℂ) else 1) := by
  have h1 : exchangeSign (List.finRange n) j S
      = ∏ i, (if i ∈ S ∧ i ≠ j then (-1 : ℂ) else 1) := by
    rw [exchangeSign, ← List.ofFn_eq_map, List.prod_ofFn]
  have h2 : (if j ∈ S then (-1 : ℂ) else 1)
      = ∏ i, (if i = j then (if j ∈ S then (-1 : ℂ) else 1) else 1) := by
    rw [Finset.prod_ite_eq' univ j (fun _ => if j ∈ S then (-1 : ℂ) else 1),
      if_pos (mem_univ j)]
  rw [h1, h2, ← Finset.prod_mul_distrib]
  refine Finset.prod_congr rfl fun i _ => ?_
  by_cases hi : i = j
  · subst hi; simp
  · simp [hi]
```

Suppose $\chi_j(S)=\chi_j(T)$ for every $j$. If $|S|$ and $|T|$ have the same parity, the identity gives $[j\in S]=[j\in T]$ for all $j$, so $S=T$. If the parities differ, membership differs at every $j$, so $S$ is the complement $T^c$.

```lean
/-- Two strings with the same exchange sign against every Majorana operator have equal or
complementary index sets. -/
theorem eq_or_compl_of_sign {S T : Finset (Fin n)}
    (hs : ∀ j, exchangeSign (List.finRange n) j S = exchangeSign (List.finRange n) j T) :
    S = T ∨ S = Tᶜ := by
  by_cases hp : ∏ i, (if i ∈ S then (-1 : ℂ) else 1) = ∏ i, (if i ∈ T then (-1 : ℂ) else 1)
  · left
    ext j
    have e := (sign_total j S).trans (hp.trans (sign_total j T).symm)
    rw [hs j] at e
    have hne : exchangeSign (List.finRange n) j T ≠ 0 := by
      rcases sign_cases (List.finRange n) j T with f | f <;> rw [f] <;> norm_num
    have e' := mul_left_cancel₀ hne e
    by_cases hS : j ∈ S <;> by_cases hT : j ∈ T
    · exact iff_of_true hS hT
    · rw [if_pos hS, if_neg hT] at e'; norm_num at e'
    · rw [if_neg hS, if_pos hT] at e'; norm_num at e'
    · exact iff_of_false hS hT
  · right
    ext j
    rw [mem_compl]
    have key : ¬ (j ∈ S ↔ j ∈ T) := fun q => hp (by
      rw [← sign_total j S, ← sign_total j T, hs j]; simp only [q])
    tauto
```

## Filtering a linear relation

Let $\sum_S c_S\,g_S=0$, and fix a set $T$. The exchange rule and $g_j^2=1$ give $g_jg_Sg_j=\chi_j(S)g_S$. The map $X\mapsto X+\chi_j(T)\,g_jXg_j$ therefore multiplies the coefficient of $g_S$ by $1+\chi_j(T)\chi_j(S)$, which is $2$ if the signs agree and $0$ if they differ. Applying it for all $j$ in a set $J$ gives
$$\sum_S\Big(\prod_{j\in J}\big(1+\chi_j(T)\chi_j(S)\big)\Big)c_S\,g_S=0 .$$

```lean
/-- A linear relation between strings stays valid when each coefficient is weighted by how its
exchange signs agree with those of a chosen string `T`. -/
theorem sector {g : Fin n → A} (h : IsMajorana g) (c : Finset (Fin n) → ℂ)
    (hc : ∑ S, c S • majoranaString g S = 0) (T J : Finset (Fin n)) :
    ∑ S, ((∏ j ∈ J, (1 + exchangeSign (List.finRange n) j T *
      exchangeSign (List.finRange n) j S)) * c S) • majoranaString g S = 0 := by
  induction J using Finset.induction_on with
  | empty => simpa using hc
  | insert j J hj ih =>
    have key : ∀ S, g j * majoranaString g S * g j
        = exchangeSign (List.finRange n) j S • majoranaString g S := fun S => by
      rw [majoranaString, exchange h, smul_mul_assoc, mul_assoc, h.sq, mul_one]
    -- add to the relation its conjugate by `g j`, multiplied by the exchange sign of `T`
    have e := congrArg (fun X => X + exchangeSign (List.finRange n) j T • (g j * X * g j)) ih
    simp only [Finset.mul_sum, Finset.sum_mul, Finset.smul_sum, ← Finset.sum_add_distrib,
      mul_zero, zero_mul, smul_zero, add_zero] at e
    rw [← e]
    refine Finset.sum_congr rfl fun S _ => ?_
    rw [Finset.prod_insert hj, mul_smul_comm, smul_mul_assoc, key]
    module
```

The filtered relation will lead to $a\,1+b\,G=0$ with $a\neq0$. In a nontrivial algebra, where $1\neq0$, this forces $b\neq0$, and hence $G=-(a/b)\,1$.

```lean
lemma scalar_of_relation [Nontrivial A] {a b : ℂ} {G : A} (ha : a ≠ 0)
    (h : a • (1 : A) + b • G = 0) : ∃ z : ℂ, G = z • (1 : A) := by
  have hb : b ≠ 0 := by
    rintro rfl
    rw [zero_smul, add_zero] at h
    exact smul_ne_zero ha one_ne_zero h
  refine ⟨-(b⁻¹ * a), ?_⟩
  have e : b • G = -(a • (1 : A)) := eq_neg_of_add_eq_zero_right h
  rw [← inv_smul_smul₀ hb G, e]
  module
```

## The criterion

The theorem takes a nontrivial complex algebra, Majorana operators $g$ and $n\geq1$. It states that the family $S\mapsto g_S$ is linearly dependent if and only if $G=z\,1$ for some complex $z$. Dependence is that of an indexed family, so two equal strings with different index sets count as dependent: for $n=1$ and $g_0=1$, the strings $g_\emptyset$ and $g_{\{0\}}$ coincide.

For the forward direction, choose a relation with $c_T\neq0$ and filter it with all $j$. Only $T$ and $T^c$ can survive, and $T$ has weight $2^n$:
$$2^n c_T\,g_T+w\,c_{T^c}\,g_{T^c}=0,$$
where $w$ is the weight of $T^c$. Multiplication by $g_T$ from the left, with $g_T^2=\varepsilon\,1$ and $g_Tg_{T^c}=\delta\,G$ for signs $\varepsilon,\delta$, gives
$$2^n c_T\,\varepsilon\,1+w\,c_{T^c}\,\delta\,G=0,$$
and the previous lemma makes $G$ a scalar.

Conversely, $G=z\,1$ is the relation $G-z\,g_\emptyset=0$ between two members of the family, whose index sets are distinct because $n\geq1$.

```lean
/-- For `n ≥ 1` Majorana operators, the `2 ^ n` strings are linearly dependent if and only if
the product of all the operators is a scalar multiple of the identity. -/
theorem dependent_iff_scalar [Nontrivial A] {g : Fin n → A} (h : IsMajorana g) (hn : 0 < n) :
    ¬ LinearIndependent ℂ (majoranaString g) ↔
      ∃ z : ℂ, (List.ofFn g).prod = z • (1 : A) := by
  constructor
  · intro hd
    obtain ⟨c, hc, T, hT⟩ := Fintype.not_linearIndependent_iff.mp hd
    have hne : T ≠ Tᶜ := fun e => by
      have q := Finset.ext_iff.mp e ⟨0, hn⟩
      rw [mem_compl] at q
      tauto
    have hs := sector h c hc T univ
    -- only `T` and its complement survive
    rw [Fintype.sum_eq_add T Tᶜ hne (fun S hS => by
      have hex : ∃ j, exchangeSign (List.finRange n) j S
          ≠ exchangeSign (List.finRange n) j T := by
        by_contra hcon
        push Not at hcon
        rcases eq_or_compl_of_sign hcon with q | q
        · exact hS.1 q
        · exact hS.2 q
      obtain ⟨j, hj⟩ := hex
      rw [Finset.prod_eq_zero (mem_univ j), zero_mul, zero_smul]
      rcases sign_cases (List.finRange n) j S with e | e <;>
        rcases sign_cases (List.finRange n) j T with f | f <;>
        first
          | (rw [e, f]; norm_num; done)
          | exact (hj (e.trans f.symm)).elim)] at hs
    have ha : (∏ j, (1 + exchangeSign (List.finRange n) j T *
        exchangeSign (List.finRange n) j T)) * c T ≠ 0 :=
      mul_ne_zero (Finset.prod_ne_zero_iff.mpr fun j _ => by
        rcases sign_cases (List.finRange n) j T with e | e <;> rw [e] <;> norm_num) hT
    obtain ⟨ε, hε, h1⟩ := string_mul h (List.finRange n) T T
    obtain ⟨δ, -, h2⟩ := string_mul h (List.finRange n) T Tᶜ
    have u1 : symmDiff T T = ∅ := by ext i; simp
    have u2 : symmDiff T Tᶜ = univ := by
      ext i; simp
    change majoranaString g T * majoranaString g T = ε • majoranaString g _ at h1
    change majoranaString g T * majoranaString g Tᶜ = δ • majoranaString g _ at h2
    rw [u1, string_empty] at h1
    rw [u2, string_univ] at h2
    have hm := congrArg (fun X => majoranaString g T * X) hs
    simp only [mul_add, mul_smul_comm, h1, h2, mul_zero, smul_smul] at hm
    have hε0 : ε ≠ 0 := by rcases hε with e | e <;> rw [e] <;> norm_num
    exact scalar_of_relation (mul_ne_zero ha hε0) hm
  · rintro ⟨z, hz⟩ li
    have hne : (univ : Finset (Fin n)) ≠ ∅ := Finset.ne_empty_of_mem (mem_univ ⟨0, hn⟩)
    have q := Fintype.linearIndependent_iff.mp li
      (fun S => if S = univ then 1 else if S = ∅ then -z else 0) (by
        rw [Fintype.sum_eq_add univ ∅ hne (fun S hS => by
          rw [if_neg hS.1, if_neg hS.2, zero_smul])]
        rw [if_pos (rfl : (univ : Finset (Fin n)) = univ), if_neg hne.symm,
          if_pos (rfl : (∅ : Finset (Fin n)) = ∅), string_univ, string_empty, hz]
        module) univ
    simp at q
```

## An even number of operators

For even $n\geq2$, $G$ anticommutes with $g_0$, since $\chi_0$ of the full set is $(-1)^{n-1}=-1$. If $G=z\,1$, then $2z\,g_0=0$. But $z=0$ contradicts $G^2=\pm1$, and $g_0=0$ contradicts $g_0^2=1$. The strings are therefore independent. For $n=0$ the only string is $1\neq0$.

A system of finitely many fermionic modes, with two Majorana operators per mode, falls under this case, so the coefficients of a Hamiltonian expanded in ordered Majorana strings are unique.

```lean
/-- In a nontrivial complex algebra, the strings of an even number of Majorana operators are
linearly independent. -/
theorem independent_of_even [Nontrivial A] {g : Fin n → A} (h : IsMajorana g) (he : Even n) :
    LinearIndependent ℂ (majoranaString g) := by
  rcases Nat.eq_zero_or_pos n with h0 | hn
  · subst h0
    refine Fintype.linearIndependent_iff.mpr fun c hc S => ?_
    rw [Fintype.sum_subsingleton _ S, Subsingleton.elim S ∅, string_empty] at hc
    rw [Subsingleton.elim S ∅]
    exact (smul_eq_zero.mp hc).resolve_right one_ne_zero
  · by_contra hd
    obtain ⟨z, hz⟩ := (dependent_iff_scalar h hn).mp hd
    -- the full product anticommutes with the first operator
    have t := sign_total (⟨0, hn⟩ : Fin n) univ
    simp only [mem_univ, if_true, prod_const, card_univ, Fintype.card_fin,
      he.neg_one_pow] at t
    have hx : exchangeSign (List.finRange n) ⟨0, hn⟩ univ = -1 := by linear_combination -t
    have hc := exchange h (List.finRange n) ⟨0, hn⟩ univ
    change _ * majoranaString g univ = _ • (majoranaString g univ * _) at hc
    rw [hx, string_univ, hz, mul_smul_comm, smul_mul_assoc, mul_one, one_mul] at hc
    have h2 : (2 * z) • g ⟨0, hn⟩ = 0 := by linear_combination (norm := module) hc
    rcases smul_eq_zero.mp h2 with q | q
    · have hz0 : z = 0 := by simpa using q
      obtain ⟨ε, hε, hm⟩ := string_mul h (List.finRange n) univ univ
      have u : symmDiff (univ : Finset (Fin n)) univ = ∅ := by
        ext i; simp
      change majoranaString g univ * majoranaString g univ = ε • majoranaString g _ at hm
      rw [u, string_empty, string_univ, hz, hz0, zero_smul, zero_mul] at hm
      rcases hε with e | e <;> rw [e] at hm <;> simp at hm
    · have s := h.sq ⟨0, hn⟩
      rw [q, zero_mul] at s
      exact zero_ne_one s
```

## Both outcomes for three operators

For odd $n$ the relations alone do not decide between dependence and independence. The Pauli matrices, numbered $\sigma_0,\sigma_1,\sigma_2$ for $x,y,z$, show the first outcome.

```lean
/-- The three Pauli matrices. -/
def pauli : Fin 3 → Matrix (Fin 2) (Fin 2) ℂ :=
  ![!![0, 1; 1, 0], !![0, -Complex.I; Complex.I, 0], !![1, 0; 0, -1]]
```

Their product is $\sigma_0\sigma_1\sigma_2=i\,1$.

```lean
lemma pauli_prod : pauli 0 * (pauli 1 * pauli 2) = Complex.I • 1 := by
  ext i j
  fin_cases i <;> fin_cases j <;> simp [pauli, Matrix.mul_apply, Fin.sum_univ_succ]

lemma prod_three {M : Type*} [Monoid M] (f : Fin 3 → M) :
    (List.ofFn f).prod = f 0 * (f 1 * f 2) := by
  simp [List.ofFn_succ]
```

The full product is a scalar, so the eight strings are dependent. The relations themselves are checked entry by entry.

```lean
/-- The Pauli matrices are Majorana operators whose eight strings are linearly dependent. -/
theorem pauli_witness : IsMajorana pauli ∧ ¬ LinearIndependent ℂ (majoranaString pauli) := by
  have h : IsMajorana pauli := by
    constructor
    · intro i
      ext a b
      fin_cases i <;> fin_cases a <;> fin_cases b <;>
        simp [pauli, Matrix.mul_apply, Fin.sum_univ_succ]
    · intro i j hij
      ext a b
      fin_cases i <;> fin_cases j <;> first
        | exact absurd rfl hij
        | (fin_cases a <;> fin_cases b <;>
            simp [pauli, Matrix.mul_apply, Fin.sum_univ_succ])
  exact ⟨h, (dependent_iff_scalar h (by norm_num)).mpr
    ⟨Complex.I, by rw [prod_three, pauli_prod]⟩⟩
```

The pairs $(\sigma_i,-\sigma_i)$, multiplied componentwise, satisfy the same relations; they can be pictured as block-diagonal $4\times4$ matrices. Their full product is $(i\,1,-i\,1)$. A scalar $z$ would have to equal both $i$ and $-i$, so here the eight strings are independent.

```lean
/-- The pairs `(σ, -σ)` of Pauli matrices are Majorana operators whose eight strings are
linearly independent. -/
theorem doubled_pauli_witness : IsMajorana (fun i => (pauli i, -pauli i)) ∧
    LinearIndependent ℂ (majoranaString fun i => (pauli i, -pauli i)) := by
  have hp := pauli_witness.1
  have h : IsMajorana (fun i => (pauli i, -pauli i)) := by
    constructor
    · intro i
      exact Prod.ext (hp.sq i) ((neg_mul_neg _ _).trans (hp.sq i))
    · intro i j hij
      refine Prod.ext (hp.anti i j hij) ?_
      change -pauli i * -pauli j = -(-pauli j * -pauli i)
      rw [neg_mul_neg, neg_mul_neg]
      exact hp.anti i j hij
  refine ⟨h, ?_⟩
  by_contra hd
  obtain ⟨z, hz⟩ := (dependent_iff_scalar h (by norm_num)).mp hd
  rw [prod_three] at hz
  -- the two blocks of the full product are `i` and `-i`
  have h1 : pauli 0 * (pauli 1 * pauli 2) = z • 1 := congrArg Prod.fst hz
  have h2 : -pauli 0 * (-pauli 1 * -pauli 2) = z • 1 := congrArg Prod.snd hz
  rw [neg_mul_neg, neg_mul, pauli_prod] at h2
  rw [pauli_prod] at h1
  have e1 : Complex.I = z := by simpa using congrFun (congrFun h1 0) 0
  have e2 : -Complex.I = z := by simpa using congrFun (congrFun h2 0) 0
  have e3 := congrArg Complex.im (e1.trans e2.symm)
  norm_num at e3

end

end MajoranaStrings
```

```lean
#print axioms MajoranaStrings.dependent_iff_scalar
-- 'MajoranaStrings.dependent_iff_scalar' depends on axioms: [propext, Classical.choice, Quot.sound]
#print axioms MajoranaStrings.independent_of_even
-- 'MajoranaStrings.independent_of_even' depends on axioms: [propext, Classical.choice, Quot.sound]
```
